# The discretised imaginary-time action of an open chain is differentiable when the potential is

An open chain of `m + 1` beads in a real inner product space has an action made of two parts: the squared distances between neighbouring beads, summed and divided by `2 * e`, and `e` times the sum of the potential `V` over all beads. The theorem says that if `V` is differentiable everywhere, this action is a differentiable function of all bead positions jointly. The step `e` may be any real number, even zero, where Lean's convention for division by zero makes the action vanish. The attempt proves each spring term and each potential term differentiable, then combines them with the rules for finite sums, constant factors and addition.

In Lean, a first try:

```lean
import Mathlib

namespace DifferentiableChainAction

noncomputable section

variable {E : Type*} [NormedAddCommGroup E]

/-- Discretised action of an open chain of `m + 1` beads with imaginary-time step `e ≠ 0`:
harmonic springs between neighbours plus the potential at every bead. -/
def chainAction {m : ℕ} (V : E → ℝ) (e : ℝ) (y : Fin (m + 1) → E) : ℝ :=
  (∑ i : Fin m, ‖y i.succ - y i.castSucc‖ ^ 2) / (2 * e) + e * ∑ i, V (y i)

variable [InnerProductSpace ℝ E]

/-- The open-chain action is differentiable if the potential is. -/
theorem differentiable_chainAction {m : ℕ} {V : E → ℝ} (hV : Differentiable ℝ V) (e : ℝ) :
    Differentiable ℝ (chainAction V e : (Fin (m + 1) → E) → ℝ) := by
  have hs : ∀ i : Fin m, Differentiable ℝ
      (fun y : Fin (m + 1) → E => ‖y i.succ - y i.castSucc‖ ^ 2) :=
    fun i => Differentiable.norm_sq ℝ (by fun_prop)
  have hp : ∀ i, Differentiable ℝ (fun y : Fin (m + 1) → E => V (y i)) :=
    fun i => hV.comp (differentiable_apply i)
  have h := ((Differentiable.fun_sum (u := Finset.univ) fun i _ => hs i).div_const
    (2 * e)).fun_add ((Differentiable.fun_sum (u := Finset.univ) fun i _ => hp i).const_mul e)
  exact h

end

end DifferentiableChainAction
```

Compiling this gives:

```
Main.lean:24:12: error: Application type mismatch: The argument
  Differentiable.div_const ?m.176 (2 * e)
has type
  Differentiable.{?u.101, ?u.101, 0} ?m.170 fun x => ?m.175 x / (2 * e)
but is expected to have type
  Differentiable.{0, u_1, 0} ℝ ?m.191
in the application
  Differentiable.fun_add (Differentiable.div_const ?m.176 (2 * e))
```

Cause. The error concerns the spring part, where `Differentiable.div_const` is used to divide by `2 * e`. That lemma is about functions of one scalar variable: their domain is the field itself. Here the field is `ℝ`, but the domain is the space of bead configurations, `Fin (m + 1) → E`. The message shows the clash in the universe levels: the lemma's type has the same level `?u.101` for field and domain, while the expected type has `0` for `ℝ` and `u_1` for the configurations.

The repair replaces the division with multiplication by the constant `(2 * e)⁻¹`, so that `const_mul` can be used, as it already was for the potential part; this lemma allows a general domain. Since the action is defined with a division, the new equation `hf` first rewrites it in the multiplied form, which `ring` justifies after `chainAction` is unfolded. After `rw [hf]`, the goal has the shape that the combined rules prove. Giving the final term directly to `exact`, without naming it `h`, is mere tidying.

The change, after which it compiles:

```diff
@@ -22,7 +22,12 @@
   have hp : ∀ i, Differentiable ℝ (fun y : Fin (m + 1) → E => V (y i)) :=
     fun i => hV.comp (differentiable_apply i)
-  have h := ((Differentiable.fun_sum (u := Finset.univ) fun i _ => hs i).div_const
-    (2 * e)).fun_add ((Differentiable.fun_sum (u := Finset.univ) fun i _ => hp i).const_mul e)
-  exact h
+  have hf : chainAction V e = fun y : Fin (m + 1) → E =>
+      (2 * e)⁻¹ * (∑ i : Fin m, ‖y i.succ - y i.castSucc‖ ^ 2) + e * ∑ i, V (y i) := by
+    funext y
+    simp only [chainAction]
+    ring
+  rw [hf]
+  exact ((Differentiable.fun_sum (u := Finset.univ) fun i _ => hs i).const_mul
+    (2 * e)⁻¹).fun_add ((Differentiable.fun_sum (u := Finset.univ) fun i _ => hp i).const_mul e)
 
 end
```
